# A projector density matrix is real exactly when real orthonormal orbitals span its occupied space

Put electrons on a ring of three equivalent sites and fill the two running-wave orbitals that circulate in opposite directions. Each orbital is complex, yet the density matrix built from the pair has only real entries. Fill just one of them and the density matrix is complex.

I take the general claim to be this: if the density matrix of a single determinant is real, its occupied orbitals can always be chosen real, and this happens exactly when complex conjugation maps the occupied space into itself. The density matrix here is an orthogonal projector on $\mathbb{C}^n$. Can this be made rigorous, with a proof that a machine has checked?

## Real entries, real orbitals and closure under conjugation are equivalent

Yes. Let $P$ be a complex matrix with $P^\dagger=P$ and $P^2=P$, and let $V$ be its range, the occupied space. A bar denotes entrywise complex conjugation. The three equivalent conditions are:

1. every entry $P_{ij}$ is real;
2. $V$ is the complex span of finitely many orthonormal real vectors;
3. $\bar v\in V$ whenever $v\in V$.

One fact is used throughout: $v\in V$ exactly when $Pv=v$. If $v=Pw$, then $Pv=P^2w=Pw=v$; conversely, $v=Pv$ is visibly in the range.

**From 1 to 2.** Let $Q$ be $P$ regarded as a real matrix. Hermiticity becomes $Q^T=Q$, and $Q^2=Q$ still holds. The real vectors with $Qx=x$ form a real vector space $S$. Choose an orthonormal basis $u_a$ of it, with $a$ running over $r$ values. Column $j$ of $Q$, written $q_j$, lies in $S$ because $Q^2=Q$, so

$$q_j=\sum_a (u_a\cdot q_j)\,u_a .$$

The coefficients follow from symmetry and from $Qu_a=u_a$:

$$u_a\cdot q_j=\sum_k u_a(k)Q_{kj}=\sum_k Q_{jk}u_a(k)=u_a(j).$$

Reading off component $i$ gives

$$P_{ij}=\sum_a u_a(i)\,u_a(j).$$

For any complex vector $v$, this means $Pv=\sum_a (u_a\cdot v)\,u_a$, where the dot product has no conjugation. Every vector in the range is therefore a complex combination of the $u_a$. In the other direction, orthonormality gives $Pu_a=u_a$, so each $u_a$ is in the range. The span and the range coincide. The trace counts the orbitals:

$$\operatorname{tr}P=\sum_a\sum_i u_a(i)^2=r.$$

**From 2 to 3.** If $v=\sum_a c_a u_a$ with real $u_a$, then $\bar v=\sum_a \bar c_a u_a$, which is in the same span.

**From 3 to 1.** Column $j$ of $P$ is in $V$, since $P^2=P$. By assumption its conjugate is in $V$ too. Hermiticity gives $\overline{P_{kj}}=P_{jk}$, so the conjugated columns are the columns of $P^T$. Since $P$ fixes them all,

$$PP^T=P^T.$$

The left side is symmetric, because $(PP^T)^T=PP^T$. Hence $P^T$ is symmetric, which means $P^T=P$. Together with hermiticity, $\overline{P_{ij}}=P_{ji}=P_{ij}$, so every entry is real.

## The three-site ring in numbers

Number the sites $j=0,1,2$, write $\mathrm{i}$ for the imaginary unit, and set $\omega=e^{2\pi \mathrm{i}/3}$. The running waves are $\varphi_\pm(j)=\omega^{\pm j}/\sqrt3$. Filling both gives

$$P_{ij}=\tfrac13\left(\omega^{i-j}+\omega^{j-i}\right)=\tfrac23\cos\frac{2\pi(i-j)}{3},\qquad
P=\frac13\begin{pmatrix}2&-1&-1\\-1&2&-1\\-1&-1&2\end{pmatrix}.$$

The combinations $(\varphi_++\varphi_-)/\sqrt2$ and $(\varphi_+-\varphi_-)/(\sqrt2\,\mathrm{i})$ are the real orbitals

$$u_0=\frac{(2,-1,-1)}{\sqrt6},\qquad u_1=\frac{(0,1,-1)}{\sqrt2}.$$

They reproduce the matrix: for instance, $P_{01}=-\tfrac26+0=-\tfrac13$ and $P_{12}=\tfrac16-\tfrac12=-\tfrac13$. The trace is $2$, the number of orbitals.

With only $\varphi_+$ filled, $P_{01}=\omega^{-1}/3$ is not real. Correspondingly, $\overline{\varphi_+}=\varphi_-$ is orthogonal to $\varphi_+$ and has left the occupied space.

## The Lean file

The general argument is formalised below, together with two explicit two-site projectors.

```lean
import Mathlib

open Matrix

namespace RealOccupiedOrbitals

noncomputable section

variable {n : Type*} [Fintype n]

/-- An orthogonal projector: a Hermitian and idempotent matrix. -/
def IsProjector (P : Matrix n n ℂ) : Prop := P.IsHermitian ∧ P * P = P

/-- All matrix entries are real. -/
def IsRealMatrix (P : Matrix n n ℂ) : Prop := ∀ i j, (P i j).im = 0

/-- The occupied space of a density matrix: its range in `ℂⁿ`. -/
def occupied (P : Matrix n n ℂ) : Submodule ℂ (n → ℂ) := LinearMap.range P.mulVecLin

/-- A real orbital regarded as a vector of complex coefficients. -/
def toComplex (u : n → ℝ) : n → ℂ := fun i => (u i : ℂ)

/-- A family of `r` real orbitals is orthonormal. -/
def RealOrthonormal {r : ℕ} (u : Fin r → n → ℝ) : Prop :=
  ∀ a b, u a ⬝ᵥ u b = if a = b then 1 else 0

/-- A vector lies in the occupied space of an idempotent matrix iff the matrix leaves it
unchanged. -/
theorem mem_occupied_iff {P : Matrix n n ℂ} (h : P * P = P) (v : n → ℂ) :
    v ∈ occupied P ↔ P *ᵥ v = v := by
  constructor
  · intro hv
    obtain ⟨w, rfl⟩ := LinearMap.mem_range.mp hv
    rw [Matrix.mulVecLin_apply, Matrix.mulVec_mulVec, h]
  · intro hv
    exact LinearMap.mem_range.mpr ⟨v, hv⟩

/-- If the occupied space of a projector is closed under complex conjugation, the projector
has real entries. -/
theorem real_of_conj_closed {P : Matrix n n ℂ} (hP : IsProjector P)
    (hc : ∀ v ∈ occupied P, star v ∈ occupied P) : IsRealMatrix P := by
  -- the conjugated columns of `P` are the columns of `Pᵀ`, and `P` fixes them
  have hT : P * Pᵀ = Pᵀ := by
    ext i j
    have hcol : (fun k => P k j) ∈ occupied P :=
      (mem_occupied_iff hP.2 _).2 (by ext k; exact congrFun (congrFun hP.2 k) j)
    have h := congrFun ((mem_occupied_iff hP.2 _).1 (hc _ hcol)) i
    have hstar : star (fun k => P k j) = fun k => P j k := by
      ext k
      exact hP.1.apply j k
    rw [hstar] at h
    exact h
  -- `P * Pᵀ` is symmetric, hence so is `P`
  have hsym : Pᵀ = P := by
    calc Pᵀ = P * Pᵀ := hT.symm
      _ = (P * Pᵀ)ᵀ := by rw [Matrix.transpose_mul, Matrix.transpose_transpose]
      _ = P := by rw [hT, Matrix.transpose_transpose]
  intro i j
  have h1 := hP.1.apply i j
  have h2 : P j i = P i j := congrFun (congrFun hsym i) j
  rw [h2] at h1
  exact Complex.conj_eq_iff_im.mp h1

/-- A real symmetric idempotent matrix is a sum of outer products of orthonormal real
orbitals. -/
theorem real_symmetric_expansion (Q : Matrix n n ℝ) (hs : Qᵀ = Q) (hq : Q * Q = Q) :
    ∃ (r : ℕ) (u : Fin r → n → ℝ), RealOrthonormal u ∧
      ∀ i j, Q i j = ∑ a, u a i * u a j := by
  -- the real space of vectors fixed by `Q`, with an orthonormal basis
  let S : Submodule ℝ (EuclideanSpace ℝ n) :=
    { carrier := {x | Q *ᵥ x.ofLp = x.ofLp}
      add_mem' := by
        intro x y hx hy
        simp only [Set.mem_ofPred_eq] at *
        rw [WithLp.ofLp_add, Matrix.mulVec_add, hx, hy]
      zero_mem' := by simp
      smul_mem' := by
        intro c x hx
        simp only [Set.mem_ofPred_eq] at *
        rw [WithLp.ofLp_smul, Matrix.mulVec_smul, hx] }
  let b := stdOrthonormalBasis ℝ S
  have hin : ∀ x y : EuclideanSpace ℝ n, inner ℝ x y = x.ofLp ⬝ᵥ y.ofLp := by
    intro x y
    simp [PiLp.inner_apply, dotProduct, mul_comm]
  have hfix : ∀ a, Q *ᵥ (b a : EuclideanSpace ℝ n).ofLp = (b a : EuclideanSpace ℝ n).ofLp :=
    fun a => (b a).2
  refine ⟨_, fun a => (b a : EuclideanSpace ℝ n).ofLp, ?_, ?_⟩
  · intro a c
    have h := orthonormal_iff_ite.mp b.orthonormal a c
    rw [Submodule.coe_inner, hin] at h
    exact h
  · intro i j
    -- expand column `j` of `Q` in the basis
    have hy : WithLp.toLp 2 (fun k => Q k j) ∈ S := by
      show Q *ᵥ (fun k => Q k j) = fun k => Q k j
      ext k
      exact congrFun (congrFun hq k) j
    have hc : ∀ a, inner ℝ (b a) (⟨_, hy⟩ : S) = (b a : EuclideanSpace ℝ n).ofLp j := by
      intro a
      rw [Submodule.coe_inner, hin]
      refine Eq.trans ?_ (congrFun (hfix a) j)
      simp only [Matrix.mulVec, dotProduct]
      refine Finset.sum_congr rfl fun k _ => ?_
      have hkj : Q k j = Q j k := congrFun (congrFun hs j) k
      rw [hkj, mul_comm]
    have h2 := congrArg (Submodule.subtype S) (b.sum_repr' ⟨_, hy⟩)
    simp only [map_sum, map_smul, Submodule.subtype_apply, hc] at h2
    have h3 := congrArg (fun z : EuclideanSpace ℝ n => z.ofLp i) h2
    simp only [WithLp.ofLp_sum, WithLp.ofLp_smul, Finset.sum_apply, Pi.smul_apply,
      smul_eq_mul] at h3
    exact h3.symm.trans (Finset.sum_congr rfl fun a _ => mul_comm _ _)

/-- A density matrix built from orthonormal real orbitals has their complex span as its
occupied space. -/
theorem span_eq_occupied {P : Matrix n n ℂ} {r : ℕ} {u : Fin r → n → ℝ}
    (hu : RealOrthonormal u) (h : ∀ i j, P i j = ∑ a, (u a i : ℂ) * (u a j : ℂ)) :
    Submodule.span ℂ (Set.range fun a => toComplex (u a)) = occupied P := by
  have hmul : ∀ v, P *ᵥ v = ∑ a, (toComplex (u a) ⬝ᵥ v) • toComplex (u a) := by
    intro v
    ext i
    simp only [Matrix.mulVec, dotProduct, h, Finset.sum_apply, Pi.smul_apply, smul_eq_mul,
      Finset.sum_mul, toComplex]
    rw [Finset.sum_comm]
    exact Finset.sum_congr rfl fun a _ => Finset.sum_congr rfl fun j _ => by ring
  have hdot : ∀ a b, toComplex (u a) ⬝ᵥ toComplex (u b) = ((if a = b then 1 else 0 : ℝ) : ℂ) := by
    intro a b
    rw [← hu a b]
    simp [toComplex, dotProduct]
  apply le_antisymm
  · rw [Submodule.span_le]
    rintro _ ⟨a, rfl⟩
    have hfix : P *ᵥ toComplex (u a) = toComplex (u a) := by
      rw [hmul, Finset.sum_eq_single a]
      · simp [hdot]
      · intro b _ hb
        simp [hdot, hb]
      · simp
    exact LinearMap.mem_range.mpr ⟨toComplex (u a), hfix⟩
  · intro w hw
    obtain ⟨v, rfl⟩ := LinearMap.mem_range.mp hw
    rw [Matrix.mulVecLin_apply, hmul]
    exact Submodule.sum_mem _ fun a _ =>
      Submodule.smul_mem _ _ (Submodule.subset_span ⟨a, rfl⟩)

/-- A real idempotent density matrix is built from orthonormal real orbitals that span its
occupied space, and their number is its trace. -/
theorem real_occupied_orbitals {P : Matrix n n ℂ} (hP : IsProjector P) (hr : IsRealMatrix P) :
    ∃ (r : ℕ) (u : Fin r → n → ℝ), RealOrthonormal u ∧ P.trace = r ∧
      (∀ i j, P i j = ∑ a, (u a i : ℂ) * (u a j : ℂ)) ∧
      Submodule.span ℂ (Set.range fun a => toComplex (u a)) = occupied P := by
  -- the matrix of real parts is symmetric and idempotent
  have hs : (P.map Complex.re)ᵀ = P.map Complex.re := by
    ext i j
    show (P j i).re = (P i j).re
    rw [← hP.1.apply i j]
    simp
  have hq : P.map Complex.re * P.map Complex.re = P.map Complex.re := by
    ext i j
    have h := congrArg Complex.re (congrFun (congrFun hP.2 i) j)
    rw [Matrix.mul_apply, Complex.re_sum] at h
    rw [Matrix.mul_apply]
    refine Eq.trans (Finset.sum_congr rfl fun k _ => ?_) h
    simp [Complex.mul_re, hr i k]
  obtain ⟨r, u, hu, hexp⟩ := real_symmetric_expansion _ hs hq
  have hPu : ∀ i j, P i j = ∑ a, (u a i : ℂ) * (u a j : ℂ) := by
    intro i j
    have h1 : P i j = ((P i j).re : ℂ) := Complex.ext (by simp) (by simp [hr i j])
    have h2 : (P i j).re = ∑ a, u a i * u a j := hexp i j
    rw [h1, h2]
    push_cast
    rfl
  refine ⟨r, u, hu, ?_, hPu, span_eq_occupied hu hPu⟩
  -- each normalised orbital contributes one to the trace
  have hone : ∀ a, ∑ i, (u a i : ℂ) * (u a i : ℂ) = 1 := by
    intro a
    have h := hu a a
    rw [if_pos rfl] at h
    simp only [dotProduct] at h
    exact_mod_cast h
  simp only [Matrix.trace, Matrix.diag_apply, hPu]
  rw [Finset.sum_comm]
  simp [hone]

/-- For an orthogonal projector these are equivalent: its entries are real; its range is
spanned by orthonormal real vectors; its range is closed under complex conjugation. -/
theorem real_projector_tfae {P : Matrix n n ℂ} (hP : IsProjector P) :
    List.TFAE [IsRealMatrix P,
      ∃ (r : ℕ) (u : Fin r → n → ℝ), RealOrthonormal u ∧
        Submodule.span ℂ (Set.range fun a => toComplex (u a)) = occupied P,
      ∀ v ∈ occupied P, star v ∈ occupied P] := by
  tfae_have 1 → 2 := by
    intro hr
    obtain ⟨r, u, hu, _, _, hspan⟩ := real_occupied_orbitals hP hr
    exact ⟨r, u, hu, hspan⟩
  tfae_have 2 → 3 := by
    rintro ⟨r, u, _, hspan⟩ v hv
    rw [← hspan] at hv ⊢
    induction hv using Submodule.span_induction with
    | mem x hx =>
      obtain ⟨a, rfl⟩ := hx
      have hreal : star (toComplex (u a)) = toComplex (u a) := by
        ext i
        simp [toComplex]
      show star (toComplex (u a)) ∈ _
      rw [hreal]
      exact Submodule.subset_span ⟨a, rfl⟩
    | zero => simp
    | add x y _ _ hx hy =>
      rw [star_add]
      exact Submodule.add_mem _ hx hy
    | smul c x _ hx =>
      rw [star_smul]
      exact Submodule.smul_mem _ _ hx
  tfae_have 3 → 1 := real_of_conj_closed hP
  tfae_finish

/-- The two-site matrix with all entries one half is a projector with real entries. -/
theorem real_projector_witness :
    IsProjector !![(1 / 2 : ℂ), 1 / 2; 1 / 2, 1 / 2] ∧
      IsRealMatrix !![(1 / 2 : ℂ), 1 / 2; 1 / 2, 1 / 2] := by
  refine ⟨⟨?_, ?_⟩, ?_⟩
  · ext i j
    fin_cases i <;> fin_cases j <;> simp
  · ext i j
    fin_cases i <;> fin_cases j <;> simp [Matrix.mul_apply, Fin.sum_univ_two] <;> norm_num
  · intro i j
    fin_cases i <;> fin_cases j <;> simp

/-- The two-site matrix with rows `(1/2, -i/2)` and `(i/2, 1/2)` is an orthogonal projector whose
entries are not all real. -/
theorem circular_projector_not_real :
    IsProjector !![(1 / 2 : ℂ), -Complex.I / 2; Complex.I / 2, 1 / 2] ∧
      ¬ IsRealMatrix !![(1 / 2 : ℂ), -Complex.I / 2; Complex.I / 2, 1 / 2] := by
  refine ⟨⟨?_, ?_⟩, ?_⟩
  · ext i j
    fin_cases i <;> fin_cases j <;> simp
  · ext i j
    fin_cases i <;> fin_cases j <;> simp [Matrix.mul_apply, Fin.sum_univ_two] <;>
      first
        | ring1
        | linear_combination (-1 / 4 : ℂ) * Complex.I_sq
  · intro h
    have h10 := h 1 0
    simp at h10

end

end RealOccupiedOrbitals
```

```lean
#print axioms RealOccupiedOrbitals.real_occupied_orbitals
#print axioms RealOccupiedOrbitals.real_projector_tfae
#print axioms RealOccupiedOrbitals.circular_projector_not_real
```

```
'RealOccupiedOrbitals.real_occupied_orbitals' depends on axioms: [propext, Classical.choice, Quot.sound]
'RealOccupiedOrbitals.real_projector_tfae' depends on axioms: [propext, Classical.choice, Quot.sound]
'RealOccupiedOrbitals.circular_projector_not_real' depends on axioms: [propext, Classical.choice, Quot.sound]
```

## How the Lean statements describe the determinant

The type `n` labels a finite orthonormal one-particle basis. `IsProjector P` says that `P` is Hermitian and idempotent. Idempotency expresses that every natural orbital is either fully occupied or empty, as in a single determinant when `P` is its density matrix over spin orbitals. `IsRealMatrix P` says that all imaginary parts vanish.

`occupied P` is the range of the map $v\mapsto Pv$, as a complex subspace. A real orbital is a function `n → ℝ`, and `toComplex` embeds it in $\mathbb{C}^n$. `RealOrthonormal u` states $u_a\cdot u_b=\delta_{ab}$ for a family of `r` such orbitals. In the third condition, `star v` is the entrywise conjugate of `v`.

The main theorem, `real_projector_tfae`, says that for a projector the three conditions are equivalent. Its second entry asks for a number `r` and an orthonormal real family whose complex span is `occupied P`. The companion theorem `real_occupied_orbitals` says more in one direction: for a real projector, a single family `u` is orthonormal, spans the occupied space, gives $P_{ij}=\sum_a u_a(i)u_a(j)$, and has exactly $\operatorname{tr}P$ members. The case `r = 0` is allowed and corresponds to $P=0$.

Several limits matter when the result is applied:

- The theorem says that real orbitals exist, not that every given set of occupied orbitals is real. The running waves above show the difference.
- Reality refers to coefficients in the chosen basis. If the basis functions are themselves real, real coefficients describe real-valued functions; with complex basis functions they need not.
- A non-orthogonal atomic basis, where idempotency involves the overlap matrix, is not treated, nor are fractional occupations or infinite-dimensional spaces.
- The orbitals are not claimed to be eigenvectors of any Hamiltonian or Fock matrix.

For electronic structure, the consequence is that a determinant in a finite orthonormal basis with a real, idempotent density matrix can be represented by real orbital coefficients without changing its occupied space.

## How the proof follows the algebra

`mem_occupied_iff` is the statement that occupied vectors are those fixed by $P$. Its forward direction writes the vector as $Pw$ and uses $P^2=P$.

`real_of_conj_closed` carries out the step from 3 to 1. The intermediate result `hT` is $PP^T=P^T$, obtained by applying the closure hypothesis to each column. The `calc` block for `hsym` then transposes the product to reach $P^T=P$, and hermiticity finishes the argument.

`real_symmetric_expansion` constructs the real orbitals. It defines the fixed space `S` inside `EuclideanSpace ℝ n`, which supplies the usual inner product, and takes `stdOrthonormalBasis ℝ S`. In the proof, `hy` places column $j$ in `S`, `hc` computes its coefficient as $u_a(j)$, and `b.sum_repr'` provides the basis expansion. Taking component $i$ yields the orbital sum.

`span_eq_occupied` proves the equality of span and range by two inclusions. Its formula `hmul` is $Pv=\sum_a(u_a\cdot v)u_a$. For the inclusion of the span in the range, `Finset.sum_eq_single` keeps the one term that survives orthonormality; the reverse inclusion reads the formula as a linear combination.

`real_occupied_orbitals` passes from $P$ to its matrix of real parts, checks that this is symmetric and idempotent, and applies the expansion. It then returns to complex entries and exchanges the two sums in the trace, where each normalised orbital contributes one.

`real_projector_tfae` joins the implications in the cycle 1 → 2 → 3 → 1. The middle implication uses induction on the span: conjugation fixes the real generators and respects sums, while a scalar factor is replaced by its conjugate.

The last two theorems check matrices entry by entry. `real_projector_witness` treats the projector onto $(1,1)/\sqrt2$, which is real. `circular_projector_not_real` treats the projector onto $(1,\mathrm{i})/\sqrt2$, whose entry $P_{10}=\mathrm{i}/2$ rules out a real matrix.
